# The gradient of a Gaussian pseudopotential fit to energy levels needs no eigenvector derivatives

**Question**

Without an analytic gradient, my fit of a pseudopotential to energy levels has to rediagonalize the Hamiltonian for every shifted strength and exponent, and the slopes I get depend on the step size. I would like to use expectation values of the channel Gaussians instead. But the eigenvectors also change when I move a parameter. Don't their derivatives enter the gradient, and what if I don't even know that they are differentiable?

**Answer**

They don't enter, and you needn't know that they exist. For a fixed real symmetric $H_0$ and a potential that is diagonal in an orthonormal basis, it is enough that each normalized eigenvector is continuous at the point where you want the slope.

### From an energy difference to the gradient

Let basis function $i$ have radius $r_i$ and channel label $c(i)$, such as its angular momentum. Channel $l$ has strength $A_l$, exponent $a_l$ and a diagonal Gaussian $G_l$, whose entry is $e^{-a_l r_i^2}$ if $c(i)=l$ and zero otherwise. Since each $i$ belongs to one channel,

$$H=H_0+\sum_l A_lG_l=H_0+\mathrm{diag}(u_i),\qquad u_i=A_{c(i)}e^{-a_{c(i)}r_i^2}.$$

Let the parameters depend differentiably on $t$, with $H(t)v(t)=E(t)v(t)$ and $v(t)\cdot v(t)=1$. Project the equation at $t$ on $v(t_0)$, and the one at $t_0$ on $v(t)$. On subtraction the $H_0$ terms cancel by symmetry:

$$[E(t)-E(t_0)]\,v(t_0)\cdot v(t)=\sum_i[u_i(t)-u_i(t_0)]\,v_i(t_0)v_i(t).$$

This holds for any finite change. By continuity the overlap on the left tends to 1, so it is nonzero near $t_0$. Divide by it and by $t-t_0$, then let $t\to t_0$:

$$E'(t_0)=\sum_i u_i'(t_0)\,v_i(t_0)^2.$$

No derivative of $v$ has appeared. The product and chain rules give

$$u_i'=\left(A'_{c(i)}-A_{c(i)}a'_{c(i)}r_i^2\right)e^{-a_{c(i)}r_i^2}.$$

Collecting basis functions by channel, with $\langle M\rangle=v\cdot Mv$ at $t_0$,

$$E'=\sum_l\left(A_l'\langle G_l\rangle-A_la_l'\langle r^2G_l\rangle\right).$$

Varying one parameter at a time gives

$$\frac{\partial E}{\partial A_l}=\langle G_l\rangle,\qquad \frac{\partial E}{\partial a_l}=-A_l\langle r^2G_l\rangle.$$

For states $s$ with weights $w_s$ and reference energies $E_s^{\rm ref}$, the objective $\Phi=\sum_s w_s(E_s-E_s^{\rm ref})^2$ then has the components

$$\frac{\partial\Phi}{\partial A_l}=2\sum_s w_s(E_s-E_s^{\rm ref})\langle G_l\rangle_s,$$

$$\frac{\partial\Phi}{\partial a_l}=-2A_l\sum_s w_s(E_s-E_s^{\rm ref})\langle r^2G_l\rangle_s.$$

Some continuity condition is needed. Take two uncoupled sites in separate channels, $H_0=0$, with potential $A$ on the first site and zero on the second. The lowest energy is $\min(A,0)$, which has a kink at $A=0$, where the lowest eigenvector jumps from one site to the other. So follow states through a crossing instead of sorting them by energy. Arbitrary sign flips also make the vector discontinuous, but they do no harm: the signs can be chosen to remove them, and the expectation values don't depend on the sign. At a degeneracy, the eigenvectors that vary continuously can differ from one parameter to another, and then no single set gives all the slopes. Three identical, equally coupled sites in separate channels are an example.

### What the Lean statements say

The finite types `n`, `L` and `S` label basis functions, channels and fitted states. `channelProj` is the channel projector, `channelGaussian` is $G_l$, `radiusSq` is $r^2$, and `expect` is the quadratic form $\langle M\rangle$. `IsEigenpair` contains the eigenvalue equation and the normalization.

`energy_hasDerivAt` assumes that `H0` is symmetric, that strengths and exponents are differentiable at `t₀`, that an eigenpair is given for every real `t`, and that its vector is continuous at `t₀`. It concludes that the energy is differentiable there, with the slope above. `energy_deriv_strength` and `energy_deriv_exponent` are the two partial derivatives. `fitObjective_hasDerivAt` expresses the gradient of $\Phi$ through its derivative along such paths, with components `gradStrength` and `gradExponent`.

For fitting effective core potentials, this means that one set of eigenvectors supplies every slope when the fitted levels are nondegenerate, in a model with a finite orthonormal basis where each function has a single radius and channel. General Gaussian orbitals, with overlap matrices and off-diagonal potential elements, are not described by it, nor are self-consistent energies whose $H_0$ changes with the parameters.

### How the Lean proof runs

`hamiltonian_eq` compares matrix entries to collapse the channel sum into `localPotential`. `energy_difference` is the finite-change identity: `h1` and `h2` are the two projected equations, `hsym` moves `H0` across the dot product, and `linear_combination` does the subtraction.

In `energy_hasDerivAt`, `hu` differentiates the potential, `ho` gives the limit of the overlap, and `hl` the limit of the divided identity. The `filter_upwards` step restricts to parameters where the overlap is nonzero, so that the quotient equals the slope of `E`. Then `e1` and `e2` write the expectation values as sums over basis functions, and `Finset.sum_eq_single` keeps the one channel to which each function belongs.

`hasDerivAt_update_apply` says that when one parameter varies, its rate is one and the others are zero; this yields the partial derivatives. `fitObjective_hasDerivAt` differentiates each square and exchanges the sums over states and channels.

Finally, `eigenpair_witness` supplies an example that meets the assumptions. Two sites with unit coupling and potential $u$ on the first have the upper energy $E=(u+\sqrt{u^2+4})/2$ and normalized state $(E,1)/\sqrt{E^2+1}$, which varies continuously with $u$. The eigenvalue equation reduces to $E^2=uE+1$.

```lean
import Mathlib

open Matrix Filter Topology

namespace EnergyConsistentPotential

noncomputable section

variable {n L S : Type*} [Fintype n] [DecidableEq n] [Fintype L] [DecidableEq L] [Fintype S]

/-- The projector on channel `l`: it keeps the basis functions whose channel label is `l`. -/
def channelProj (c : n → L) (l : L) : Matrix n n ℝ :=
  diagonal fun i => if c i = l then 1 else 0

/-- The channel Gaussian `G_l`: the factor `exp (-α r²)` restricted to channel `l`. -/
def channelGaussian (r : n → ℝ) (c : n → L) (α : ℝ) (l : L) : Matrix n n ℝ :=
  diagonal (fun i => Real.exp (-α * r i ^ 2)) * channelProj c l

/-- The operator `r²`, diagonal in the basis. -/
def radiusSq (r : n → ℝ) : Matrix n n ℝ := diagonal fun i => r i ^ 2

/-- The Hamiltonian `H0 + ∑ A_l G_l` with strengths `A` and exponents `a`. -/
def hamiltonian (H0 : Matrix n n ℝ) (r : n → ℝ) (c : n → L) (A a : L → ℝ) : Matrix n n ℝ :=
  H0 + ∑ l, A l • channelGaussian r c (a l) l

/-- The value of the pseudopotential on basis function `i`. -/
def localPotential (r : n → ℝ) (c : n → L) (A a : L → ℝ) (i : n) : ℝ :=
  A (c i) * Real.exp (-a (c i) * r i ^ 2)

/-- The quadratic form `⟨v, M v⟩`. -/
def expect (M : Matrix n n ℝ) (v : n → ℝ) : ℝ := v ⬝ᵥ (M *ᵥ v)

/-- `v` is a normalized eigenvector of `H` with energy `E`. -/
structure IsEigenpair (H : Matrix n n ℝ) (E : ℝ) (v : n → ℝ) : Prop where
  eigen : H *ᵥ v = E • v
  normalized : v ⬝ᵥ v = 1

/-- The sum over channels is a single diagonal potential added to `H0`. -/
theorem hamiltonian_eq (H0 : Matrix n n ℝ) (r : n → ℝ) (c : n → L) (A a : L → ℝ) :
    hamiltonian H0 r c A a = H0 + diagonal (localPotential r c A a) := by
  unfold hamiltonian
  congr 1
  ext i j
  by_cases h : i = j
  · subst h
    simp [Matrix.sum_apply, channelGaussian, channelProj, localPotential]
  · simp [Matrix.sum_apply, channelGaussian, channelProj, h]

/-- For symmetric `H0`, the energy difference between eigenstates of two pseudopotentials, times
their overlap, is the matrix element of the potential difference between them. -/
theorem energy_difference {H0 : Matrix n n ℝ} (hH0 : H0.IsSymm) {r : n → ℝ} {c : n → L}
    {A a B b : L → ℝ} {E F : ℝ} {v w : n → ℝ}
    (hv : IsEigenpair (hamiltonian H0 r c A a) E v)
    (hw : IsEigenpair (hamiltonian H0 r c B b) F w) :
    (F - E) * (v ⬝ᵥ w) =
      ∑ i, (localPotential r c B b i - localPotential r c A a i) * (v i * w i) := by
  have hd : ∀ u x y : n → ℝ, x ⬝ᵥ (diagonal u *ᵥ y) = ∑ i, u i * (x i * y i) := by
    intro u x y
    simp only [dotProduct, Matrix.mulVec_diagonal]
    exact Finset.sum_congr rfl fun i _ => by ring
  have hsym : v ⬝ᵥ (H0 *ᵥ w) = w ⬝ᵥ (H0 *ᵥ v) := by
    rw [Matrix.dotProduct_mulVec, ← Matrix.mulVec_transpose, hH0.eq, dotProduct_comm]
  -- project each eigenvalue equation on the other eigenvector
  have h1 : w ⬝ᵥ (hamiltonian H0 r c A a *ᵥ v) = w ⬝ᵥ (E • v) := by rw [hv.eigen]
  have h2 : v ⬝ᵥ (hamiltonian H0 r c B b *ᵥ w) = v ⬝ᵥ (F • w) := by rw [hw.eigen]
  rw [hamiltonian_eq, Matrix.add_mulVec, dotProduct_add, hd, dotProduct_smul, smul_eq_mul]
    at h1 h2
  have hc : ∑ i, localPotential r c A a i * (w i * v i) =
      ∑ i, localPotential r c A a i * (v i * w i) :=
    Finset.sum_congr rfl fun i _ => by ring
  have hcomm : w ⬝ᵥ v = v ⬝ᵥ w := dotProduct_comm w v
  simp only [sub_mul, Finset.sum_sub_distrib]
  linear_combination h1 - h2 + hsym - hc + E * hcomm

/-- Let `H0` be symmetric and let strengths and exponents vary differentiably. If the normalized
eigenvector is continuous at `t₀`, the energy is differentiable there, with slope
`∑ (A_l' ⟨G_l⟩ - A_l a_l' ⟨r² G_l⟩)`. -/
theorem energy_hasDerivAt {H0 : Matrix n n ℝ} (hH0 : H0.IsSymm) {r : n → ℝ} {c : n → L}
    {A a : ℝ → L → ℝ} {A' a' : L → ℝ} {t₀ : ℝ}
    (hA : ∀ l, HasDerivAt (fun t => A t l) (A' l) t₀)
    (ha : ∀ l, HasDerivAt (fun t => a t l) (a' l) t₀) {E : ℝ → ℝ} {v : ℝ → n → ℝ}
    (h : ∀ t, IsEigenpair (hamiltonian H0 r c (A t) (a t)) (E t) (v t))
    (hv : ContinuousAt v t₀) :
    HasDerivAt E (∑ l, (A' l * expect (channelGaussian r c (a t₀ l) l) (v t₀)
      - A t₀ l * a' l * expect (radiusSq r * channelGaussian r c (a t₀ l) l) (v t₀))) t₀ := by
  have hu : ∀ i, HasDerivAt (fun t => localPotential r c (A t) (a t) i)
      (A' (c i) * Real.exp (-a t₀ (c i) * r i ^ 2)
        - A t₀ (c i) * a' (c i) * (r i ^ 2 * Real.exp (-a t₀ (c i) * r i ^ 2))) t₀ := by
    intro i
    have h3 := (hA (c i)).fun_mul (((ha (c i)).fun_neg.mul_const (r i ^ 2)).exp)
    exact h3.congr_deriv (by ring)
  have hvi : ∀ i, Tendsto (fun t => v t i) (𝓝[≠] t₀) (𝓝 (v t₀ i)) := fun i =>
    (tendsto_pi_nhds.1 hv.tendsto i).mono_left nhdsWithin_le_nhds
  -- the overlap with the eigenvector at t₀ tends to one
  have ho : Tendsto (fun t => v t₀ ⬝ᵥ v t) (𝓝[≠] t₀) (𝓝 (v t₀ ⬝ᵥ v t₀)) :=
    tendsto_finsetSum _ fun i _ => (hvi i).const_mul (v t₀ i)
  rw [(h t₀).normalized] at ho
  have hl := (tendsto_finsetSum Finset.univ fun i _ =>
    (hasDerivAt_iff_tendsto_slope.1 (hu i)).mul ((hvi i).const_mul (v t₀ i))).div ho one_ne_zero
  rw [div_one] at hl
  have hE := hasDerivAt_iff_tendsto_slope.2 (hl.congr' (f₂ := slope E t₀) (by
    filter_upwards [ho.eventually_ne one_ne_zero] with t ht
    simp only [Pi.div_apply, slope_def_field]
    rw [div_eq_iff ht]
    rw [div_mul_eq_mul_div, energy_difference hH0 (h t₀) (h t), Finset.sum_div]
    exact Finset.sum_congr rfl fun i _ => by ring))
  refine hE.congr_deriv ?_
  -- regroup the basis functions by channel
  have e1 : ∀ α l, expect (channelGaussian r c α l) (v t₀) =
      ∑ i, if c i = l then Real.exp (-α * r i ^ 2) * (v t₀ i * v t₀ i) else 0 := by
    intro α l
    simp only [expect, channelGaussian, channelProj, diagonal_mul_diagonal, dotProduct,
      Matrix.mulVec_diagonal]
    exact Finset.sum_congr rfl fun i _ => by split_ifs <;> ring
  have e2 : ∀ α l, expect (radiusSq r * channelGaussian r c α l) (v t₀) =
      ∑ i, if c i = l then r i ^ 2 * Real.exp (-α * r i ^ 2) * (v t₀ i * v t₀ i) else 0 := by
    intro α l
    simp only [expect, radiusSq, channelGaussian, channelProj, diagonal_mul_diagonal, dotProduct,
      Matrix.mulVec_diagonal]
    exact Finset.sum_congr rfl fun i _ => by split_ifs <;> ring
  simp only [e1, e2, Finset.mul_sum, ← Finset.sum_sub_distrib]
  rw [Finset.sum_comm]
  refine Finset.sum_congr rfl fun i _ => ?_
  rw [Finset.sum_eq_single (c i)]
  · simp only [↓reduceIte]
    ring
  · intro l _ hl
    simp [hl.symm]
  · simp

omit [Fintype L] in
/-- When only parameter `l` is varied, its own rate is one and all other rates vanish. -/
theorem hasDerivAt_update_apply (A : L → ℝ) (l m : L) (x : ℝ) :
    HasDerivAt (fun t => Function.update A l t m) (if m = l then 1 else 0) x := by
  by_cases h : m = l
  · subst h
    simp only [Function.update_self, ↓reduceIte]
    exact hasDerivAt_id' x
  · simp only [Function.update_of_ne h, if_neg h]
    exact hasDerivAt_const x (A m)

/-- For symmetric `H0` and a normalized eigenvector continuous in the strength `A_l`,
`∂E/∂A_l = ⟨v, G_l v⟩`. -/
theorem energy_deriv_strength {H0 : Matrix n n ℝ} (hH0 : H0.IsSymm) {r : n → ℝ} {c : n → L}
    {A a : L → ℝ} {l : L} {E : ℝ → ℝ} {v : ℝ → n → ℝ}
    (h : ∀ t, IsEigenpair (hamiltonian H0 r c (Function.update A l t) a) (E t) (v t))
    (hv : ContinuousAt v (A l)) :
    HasDerivAt E (expect (channelGaussian r c (a l) l) (v (A l))) (A l) :=
  (energy_hasDerivAt hH0 (fun m => hasDerivAt_update_apply A l m (A l))
    (fun m => hasDerivAt_const (A l) (a m)) h hv).congr_deriv (by simp)

/-- For symmetric `H0` and a normalized eigenvector continuous in the exponent `a_l`,
`∂E/∂a_l = -A_l ⟨v, r² G_l v⟩`. -/
theorem energy_deriv_exponent {H0 : Matrix n n ℝ} (hH0 : H0.IsSymm) {r : n → ℝ} {c : n → L}
    {A a : L → ℝ} {l : L} {E : ℝ → ℝ} {v : ℝ → n → ℝ}
    (h : ∀ t, IsEigenpair (hamiltonian H0 r c A (Function.update a l t)) (E t) (v t))
    (hv : ContinuousAt v (a l)) :
    HasDerivAt E (-A l * expect (radiusSq r * channelGaussian r c (a l) l) (v (a l))) (a l) :=
  (energy_hasDerivAt hH0 (fun m => hasDerivAt_const (a l) (A m))
    (fun m => hasDerivAt_update_apply a l m (a l)) h hv).congr_deriv (by simp)

/-- The weighted squared deviation of the energies from their reference values. -/
def fitObjective (w Eref E : S → ℝ) : ℝ := ∑ s, w s * (E s - Eref s) ^ 2

/-- The strength component `2 ∑ w_s (E_s - E_s_ref) ⟨v_s, G_l v_s⟩` of the fit gradient. -/
def gradStrength (r : n → ℝ) (c : n → L) (a : L → ℝ) (w Eref E : S → ℝ) (v : S → n → ℝ)
    (l : L) : ℝ :=
  2 * ∑ s, w s * (E s - Eref s) * expect (channelGaussian r c (a l) l) (v s)

/-- The exponent component `-2 A_l ∑ w_s (E_s - E_s_ref) ⟨v_s, r² G_l v_s⟩` of the fit gradient. -/
def gradExponent (r : n → ℝ) (c : n → L) (A a : L → ℝ) (w Eref E : S → ℝ) (v : S → n → ℝ)
    (l : L) : ℝ :=
  -2 * A l * ∑ s, w s * (E s - Eref s) * expect (radiusSq r * channelGaussian r c (a l) l) (v s)

/-- For symmetric `H0` and normalized eigenvectors continuous at `t₀`, the fit objective changes
along any differentiable parameter path at the rate given by the two gradient components. -/
theorem fitObjective_hasDerivAt {H0 : Matrix n n ℝ} (hH0 : H0.IsSymm) {r : n → ℝ} {c : n → L}
    {A a : ℝ → L → ℝ} {A' a' : L → ℝ} {t₀ : ℝ}
    (hA : ∀ l, HasDerivAt (fun t => A t l) (A' l) t₀)
    (ha : ∀ l, HasDerivAt (fun t => a t l) (a' l) t₀)
    (w Eref : S → ℝ) {E : S → ℝ → ℝ} {v : S → ℝ → n → ℝ}
    (h : ∀ s t, IsEigenpair (hamiltonian H0 r c (A t) (a t)) (E s t) (v s t))
    (hv : ∀ s, ContinuousAt (v s) t₀) :
    HasDerivAt (fun t => fitObjective w Eref fun s => E s t)
      (∑ l, (gradStrength r c (a t₀) w Eref (fun s => E s t₀) (fun s => v s t₀) l * A' l
        + gradExponent r c (A t₀) (a t₀) w Eref (fun s => E s t₀) (fun s => v s t₀) l * a' l))
      t₀ := by
  have hsq : ∀ s, HasDerivAt (fun t => w s * (E s t - Eref s) ^ 2)
      (2 * w s * (E s t₀ - Eref s) *
        ∑ l, (A' l * expect (channelGaussian r c (a t₀ l) l) (v s t₀)
          - A t₀ l * a' l * expect (radiusSq r * channelGaussian r c (a t₀ l) l) (v s t₀)))
      t₀ := by
    intro s
    have hs := (energy_hasDerivAt hH0 hA ha (h s) (hv s)).sub_const (Eref s)
    simp only [sq]
    exact ((hs.fun_mul hs).const_mul (w s)).congr_deriv (by ring)
  refine (HasDerivAt.fun_sum (u := Finset.univ) fun s _ => hsq s).congr_deriv ?_
  -- exchange the sums over states and channels
  simp only [gradStrength, gradExponent, Finset.mul_sum, Finset.sum_mul,
    ← Finset.sum_add_distrib]
  rw [Finset.sum_comm]
  refine Finset.sum_congr rfl fun l _ => Finset.sum_congr rfl fun s _ => ?_
  ring

/-- The energy `(u + √(u² + 4)) / 2` of two sites with unit coupling and potential `u` on the
first. -/
def twoSiteEnergy (u : ℝ) : ℝ := (u + Real.sqrt (u ^ 2 + 4)) / 2

/-- The vector `(E, 1) / √(E² + 1)`, with `E` the two-site energy at potential `u`. -/
def twoSiteState (u : ℝ) : Fin 2 → ℝ :=
  ![twoSiteEnergy u / Real.sqrt (twoSiteEnergy u ^ 2 + 1),
    1 / Real.sqrt (twoSiteEnergy u ^ 2 + 1)]

/-- Two coupled sites in separate channels, with a Gaussian of strength `x` on the first, have
the two-site energy and state as a normalized eigenpair; the state is continuous in the
potential and the bare Hamiltonian is symmetric. -/
theorem eigenpair_witness (r a : Fin 2 → ℝ) (x : ℝ) :
    (!![0, 1; 1, 0] : Matrix (Fin 2) (Fin 2) ℝ).IsSymm ∧ Continuous twoSiteState ∧
    IsEigenpair (hamiltonian !![0, 1; 1, 0] r id ![x, 0] a)
      (twoSiteEnergy (x * Real.exp (-a 0 * r 0 ^ 2)))
      (twoSiteState (x * Real.exp (-a 0 * r 0 ^ 2))) := by
  have hpos : ∀ u, Real.sqrt (twoSiteEnergy u ^ 2 + 1) ≠ 0 := fun u =>
    (Real.sqrt_pos.2 (by positivity)).ne'
  refine ⟨Matrix.IsSymm.ext (by intro i j; fin_cases i <;> fin_cases j <;> simp), ?_, ?_, ?_⟩
  · have hE : Continuous twoSiteEnergy := by
      unfold twoSiteEnergy
      fun_prop
    have hN : Continuous fun u => Real.sqrt (twoSiteEnergy u ^ 2 + 1) :=
      ((hE.pow 2).add continuous_const).sqrt
    have h0 : Continuous fun u => twoSiteEnergy u / Real.sqrt (twoSiteEnergy u ^ 2 + 1) :=
      hE.div hN hpos
    have h1 : Continuous fun u => 1 / Real.sqrt (twoSiteEnergy u ^ 2 + 1) :=
      continuous_const.div hN hpos
    exact continuous_pi (Fin.forall_fin_two.2 ⟨h0, h1⟩)
  · -- the energy solves E² = u E + 1
    have key : ∀ u, 1 / Real.sqrt (twoSiteEnergy u ^ 2 + 1)
        + u * (twoSiteEnergy u / Real.sqrt (twoSiteEnergy u ^ 2 + 1))
        = twoSiteEnergy u * (twoSiteEnergy u / Real.sqrt (twoSiteEnergy u ^ 2 + 1)) := by
      intro u
      have hE : twoSiteEnergy u ^ 2 = u * twoSiteEnergy u + 1 := by
        have hs := Real.sq_sqrt (show 0 ≤ u ^ 2 + 4 by positivity)
        unfold twoSiteEnergy
        linear_combination hs / 4
      linear_combination (-1 / Real.sqrt (twoSiteEnergy u ^ 2 + 1)) * hE
    -- the eigenvalue equation written out in components
    have lin : ∀ u e p q : ℝ, q + u * p = e * p → p = e * q →
        ((!![0, 1; 1, 0] : Matrix (Fin 2) (Fin 2) ℝ) + diagonal ![u, 0]) *ᵥ ![p, q]
          = e • ![p, q] := by
      intro u e p q h1 h2
      rw [Matrix.add_mulVec]
      ext i
      rw [Pi.add_apply, Matrix.mulVec_diagonal]
      fin_cases i
      · simpa [Matrix.mulVec, dotProduct, Fin.sum_univ_two] using h1
      · simpa [Matrix.mulVec, dotProduct, Fin.sum_univ_two] using h2
    have hlp : localPotential r id ![x, 0] a = ![x * Real.exp (-a 0 * r 0 ^ 2), 0] := by
      funext i
      fin_cases i <;> simp [localPotential]
    rw [hamiltonian_eq, hlp]
    generalize x * Real.exp (-a 0 * r 0 ^ 2) = u
    exact lin u (twoSiteEnergy u) (twoSiteEnergy u / Real.sqrt (twoSiteEnergy u ^ 2 + 1))
      (1 / Real.sqrt (twoSiteEnergy u ^ 2 + 1)) (key u) (by ring)
  · generalize x * Real.exp (-a 0 * r 0 ^ 2) = u
    have hNN := Real.mul_self_sqrt (show 0 ≤ twoSiteEnergy u ^ 2 + 1 by positivity)
    have hne : twoSiteEnergy u ^ 2 + 1 ≠ 0 := by positivity
    simp only [twoSiteState, dotProduct, Fin.sum_univ_two, Matrix.cons_val_zero,
      Matrix.cons_val_one]
    rw [div_mul_div_comm, div_mul_div_comm, ← add_div, hNN, div_eq_iff hne]
    ring

end

end EnergyConsistentPotential
```

```lean
#print axioms EnergyConsistentPotential.energy_deriv_strength
#print axioms EnergyConsistentPotential.energy_deriv_exponent
#print axioms EnergyConsistentPotential.fitObjective_hasDerivAt
```

```
'EnergyConsistentPotential.energy_deriv_strength' depends on axioms: [propext, Classical.choice, Quot.sound]
'EnergyConsistentPotential.energy_deriv_exponent' depends on axioms: [propext, Classical.choice, Quot.sound]
'EnergyConsistentPotential.fitObjective_hasDerivAt' depends on axioms: [propext, Classical.choice, Quot.sound]
```
